# With positive fixed shapes and the right electron count, the stockholder population update never lowers the log-fit

A calculation has produced the electron density of a molecule on an integration grid, and we want to know how many electrons belong to each atom. The stockholder recipe builds a promolecule from atomic densities and divides the molecular density at each grid point in proportion to the atomic contributions. The answer depends on the populations given to the atoms in the promolecule. If the populations that come out differ from those that went in, we can feed them back and repeat. Does the repetition improve anything?

Let $A$ be a finite nonempty set of atoms and $G$ a finite nonempty grid. Write $\rho(g)>0$ for the density at $g\in G$, with the quadrature weight absorbed into it, and $N=\sum_g\rho(g)$ for the number of electrons. Each atom $a\in A$ has a fixed shape $s_a(g)>0$ and a population $n_a>0$, with $\sum_a n_a=N$. The promolecule, the updated populations and the log-fit are

$$P_n(g)=\sum_a n_a s_a(g),\qquad n'_a=\sum_g\rho(g)\,\frac{n_a s_a(g)}{P_n(g)},\qquad L(n)=\sum_g\rho(g)\log P_n(g).$$

The update keeps the total population and does not lower $L$. It raises $L$ strictly unless $n'=n$, and the fixed points are exactly the maximisers of $L$ among positive populations with total $N$. If each shape sums to one over the grid, with the quadrature weight absorbed as for the density, the promolecule also holds $N$ electrons. Then $\sum_g\rho\log(\rho/P_n)$, which equals a constant minus $L(n)$, is the relative entropy between density and promolecule, and a larger $L$ means a smaller relative entropy.

For a code that repeats this update with $\rho(g)>0$ at every grid point and fixed positive shapes, starting from positive populations with total $N=\sum_g\rho(g)$, $L$ can therefore serve as a check: a fall beyond rounding error signals a fault. Schemes whose atomic shapes change with the charge are not covered.

## Conservation and gain

The stockholder weights $w_a(g)=n_a s_a(g)/P_n(g)$ are positive and sum to one over the atoms at each grid point. Exchanging the sums gives

$$\sum_a n'_a=\sum_g\rho(g)\sum_a w_a(g)=\sum_g\rho(g)=N.$$

Now let $m$ be any other positive populations. The ratio of the two promolecules is a weighted mean,

$$\frac{P_m(g)}{P_n(g)}=\sum_a\frac{m_a s_a(g)}{P_n(g)}=\sum_a w_a(g)\,\frac{m_a}{n_a},$$

so concavity of the logarithm gives

$$\log P_m(g)-\log P_n(g)\ \ge\ \sum_a w_a(g)\log\frac{m_a}{n_a}.$$

Multiplying by $\rho(g)$ and summing over the grid turns the weights into updated populations:

$$L(m)-L(n)\ \ge\ \sum_a n'_a\log\frac{m_a}{n_a}.$$

Choose $m=n'$. From $\log x\le x-1$ with $x=n_a/n'_a$ we get

$$n'_a\log\frac{n'_a}{n_a}=-n'_a\log\frac{n_a}{n'_a}\ \ge\ n'_a-n_a,$$

with equality only if $n'_a=n_a$. The right-hand sides sum to $N-N=0$. Hence $L(n')\ge L(n)$, strictly if any population has changed. The new populations are again positive with total $N$, so the argument applies at every later step.

## Fixed points and maximisers

Suppose $n'=n$. Dividing the fixed-point equation by $n_a$ gives $\sum_g\rho(g)s_a(g)/P_n(g)=1$ for every atom. For any positive $m$ with total $N$,

$$L(m)-L(n)\le\sum_g\rho(g)\left(\frac{P_m(g)}{P_n(g)}-1\right)
=\sum_a m_a\sum_g\frac{\rho(g)s_a(g)}{P_n(g)}-N=\sum_a m_a-N=0.$$

So $n$ is a maximiser. Conversely, if a maximiser $n$ were changed by the update, $n'$ would be an admissible competitor with a larger $L$, which is a contradiction.

## Density, shapes and populations in Lean

Atoms and grid points are elements of two finite types, `A` and `G`. No coordinates enter.

```lean
import Mathlib

open Finset

namespace StockholderPopulations

noncomputable section

variable {A G : Type*} [Fintype A] [Fintype G]
```

The shapes form a function `s : A → G → ℝ`, so `s a g` is $s_a(g)$, and `promolecule s n g` is $P_n(g)$. The shapes are not required to be normalised.

```lean
/-- The promolecular density at a grid point: the sum over atoms of population times shape. -/
def promolecule (s : A → G → ℝ) (n : A → ℝ) (g : G) : ℝ :=
  ∑ a, n a * s a g
```

`newPopulation ρ s n` is the whole family $n'$, and a further argument `a` selects one atom.

```lean
/-- The new population of an atom: the density summed over the grid with the atom's stockholder
weight. It is meant for promolecules that vanish at no grid point. -/
def newPopulation (ρ : G → ℝ) (s : A → G → ℝ) (n : A → ℝ) (a : A) : ℝ :=
  ∑ g, ρ g * (n a * s a g / promolecule s n g)
```

The log-fit $L(n)$ uses the natural logarithm.

```lean
/-- The log-fit of the promolecule to the density: the sum over the grid of the density times the
logarithm of the promolecule. It is meant for positive promolecules. -/
def logFit (ρ : G → ℝ) (s : A → G → ℝ) (n : A → ℝ) : ℝ :=
  ∑ g, ρ g * Real.log (promolecule s n g)
```

Positivity of the promolecule gives the divisions and logarithms their ordinary meaning. It follows because a nonempty sum of positive terms is positive.

```lean
omit [Fintype G] in
/-- If there is at least one atom, and all shapes and populations are positive, then the promolecule
is positive at every grid point. -/
theorem promolecule_pos [Nonempty A] {s : A → G → ℝ} {n : A → ℝ}
    (hs : ∀ a g, 0 < s a g) (hn : ∀ a, 0 < n a) (g : G) : 0 < promolecule s n g :=
  Finset.sum_pos (fun a _ => mul_pos (hn a) (hs a g)) Finset.univ_nonempty
```

The same reasoning over the grid makes the new populations positive, which allows the update to be repeated.

```lean
/-- For positive density, shapes and populations on a nonempty grid, the new populations are
positive. -/
theorem newPopulation_pos [Nonempty A] [Nonempty G] {ρ : G → ℝ} {s : A → G → ℝ} {n : A → ℝ}
    (hρ : ∀ g, 0 < ρ g) (hs : ∀ a g, 0 < s a g) (hn : ∀ a, 0 < n a) (a : A) :
    0 < newPopulation ρ s n a :=
  Finset.sum_pos (fun g _ => mul_pos (hρ g)
    (div_pos (mul_pos (hn a) (hs a g)) (promolecule_pos hs hn g))) Finset.univ_nonempty
```

Conservation follows the calculation above: `Finset.sum_comm` exchanges the sums, and `h1` says that the weights at a grid point add to one. The total of the old populations plays no part here.

```lean
/-- For at least one atom and positive shapes and populations, the new populations sum to the total
of the density. -/
theorem sum_newPopulation [Nonempty A] (ρ : G → ℝ) {s : A → G → ℝ} {n : A → ℝ}
    (hs : ∀ a g, 0 < s a g) (hn : ∀ a, 0 < n a) :
    ∑ a, newPopulation ρ s n a = ∑ g, ρ g := by
  simp only [newPopulation]
  rw [Finset.sum_comm]
  refine Finset.sum_congr rfl fun g _ => ?_
  -- the stockholder weights at a grid point sum to one
  have h1 : ∑ a, n a * s a g / promolecule s n g = 1 := by
    rw [← Finset.sum_div]
    exact div_self (promolecule_pos hs hn g).ne'
  rw [← Finset.mul_sum, h1, mul_one]
```

## Jensen's inequality and the gain

The next lemma is the lower bound on $L(m)-L(n)$, and the proof turns on Mathlib's `ConcaveOn.le_map_sum`, the finite Jensen inequality. Here it is reached through `strictConcaveOn_log_Ioi.concaveOn`, the concavity of the logarithm on the positive half-line. It asks for three things: nonnegative weights, weights that sum to one, and points inside the half-line. The named arguments `w` and `p` supply the stockholder weights and the ratios $m_a/n_a$.

Jensen's inequality then bounds the logarithm of the weighted mean from below. The equation `h2` identifies that mean with $P_m(g)/P_n(g)$, and `Real.log_div` splits its logarithm into a difference. The result is `key`, the inequality at one grid point. The final `calc` block multiplies by the density and sums over the grid.

```lean
/-- For positive density, shapes and populations, passing from populations `n` to `m` changes the
log-fit by at least the sum of `log (m a / n a)` weighted with the new populations made from `n`. -/
theorem logFit_gain [Nonempty A] {ρ : G → ℝ} {s : A → G → ℝ} {n m : A → ℝ}
    (hρ : ∀ g, 0 < ρ g) (hs : ∀ a g, 0 < s a g) (hn : ∀ a, 0 < n a) (hm : ∀ a, 0 < m a) :
    ∑ a, newPopulation ρ s n a * Real.log (m a / n a) ≤ logFit ρ s m - logFit ρ s n := by
  -- concavity of the logarithm at each grid point
  have key : ∀ g, ∑ a, n a * s a g / promolecule s n g * Real.log (m a / n a) ≤
      Real.log (promolecule s m g) - Real.log (promolecule s n g) := by
    intro g
    have hP := promolecule_pos hs hn g
    have hP' := hP.ne'
    have hQ := promolecule_pos hs hm g
    have h1 : ∑ a, n a * s a g / promolecule s n g = 1 := by
      rw [← Finset.sum_div]
      exact div_self hP'
    have h2 : ∑ a, n a * s a g / promolecule s n g * (m a / n a) =
        promolecule s m g / promolecule s n g := by
      rw [show promolecule s m g = ∑ a, m a * s a g from rfl, Finset.sum_div]
      refine Finset.sum_congr rfl fun a _ => ?_
      have ha := (hn a).ne'
      field_simp
    have h := strictConcaveOn_log_Ioi.concaveOn.le_map_sum (t := Finset.univ)
      (w := fun a => n a * s a g / promolecule s n g) (p := fun a => m a / n a)
      (fun a _ => (div_pos (mul_pos (hn a) (hs a g)) hP).le) h1
      (fun a _ => Set.mem_Ioi.mpr (div_pos (hm a) (hn a)))
    simp only [smul_eq_mul] at h
    rw [h2, Real.log_div hQ.ne' hP'] at h
    exact h
  calc ∑ a, newPopulation ρ s n a * Real.log (m a / n a)
      = ∑ g, ρ g * ∑ a, n a * s a g / promolecule s n g * Real.log (m a / n a) := by
        simp only [newPopulation, Finset.sum_mul, Finset.mul_sum]
        rw [Finset.sum_comm]
        exact Finset.sum_congr rfl fun g _ => Finset.sum_congr rfl fun a _ => by ring
    _ ≤ ∑ g, ρ g * (Real.log (promolecule s m g) - Real.log (promolecule s n g)) :=
        Finset.sum_le_sum fun g _ => mul_le_mul_of_nonneg_left (key g) (hρ g).le
    _ = logFit ρ s m - logFit ρ s n := by
        simp only [logFit, mul_sub, Finset.sum_sub_distrib]
```

Only ordinary concavity has been used so far. Strictness comes from the relative entropy of the populations. In the next lemma `x` stands for $n'$ and `y` for $n$. `Finset.sum_lt_sum` needs the termwise bound for every atom and a strict one for at least one atom; the hypothesis `x ≠ y` provides that atom, called `b`.

```lean
/-- The relative entropy of two different sets of positive populations with equal totals is
positive. -/
theorem relativeEntropy_pos {x y : A → ℝ} (hx : ∀ a, 0 < x a) (hy : ∀ a, 0 < y a)
    (hxy : ∑ a, x a = ∑ a, y a) (hne : x ≠ y) : 0 < ∑ a, x a * Real.log (x a / y a) := by
  have flip : ∀ a, x a * Real.log (x a / y a) = -(x a * Real.log (y a / x a)) := fun a => by
    rw [← inv_div, Real.log_inv, mul_neg]
  have cancel : ∀ a, x a * (y a / x a - 1) = y a - x a := fun a => by
    have ha := (hx a).ne'
    field_simp
  obtain ⟨b, hb⟩ := Function.ne_iff.mp hne
  have h : ∑ a, (x a - y a) < ∑ a, x a * Real.log (x a / y a) := by
    refine Finset.sum_lt_sum (fun a _ => ?_) ⟨b, Finset.mem_univ b, ?_⟩
    · have h := mul_le_mul_of_nonneg_left
        (Real.log_le_sub_one_of_pos (div_pos (hy a) (hx a))) (hx a).le
      rw [cancel] at h
      rw [flip]
      linarith
    · -- strict where the two populations differ
      have h1 : y b / x b ≠ 1 := fun h => hb ((div_eq_one_iff_eq (hx b).ne').mp h).symm
      have h := mul_lt_mul_of_pos_left
        (Real.log_lt_sub_one_of_pos (div_pos (hy b) (hx b)) h1) (hx b)
      rw [cancel] at h
      rw [flip]
      linarith
  rw [Finset.sum_sub_distrib, hxy, sub_self] at h
  exact h
```

## The update theorem and the role of the total

Combining the last two lemmas with `m` set to the new populations gives the strict increase. The hypothesis `hN` states that the starting populations have the total of the density.

```lean
variable [Nonempty A] [Nonempty G] {ρ : G → ℝ} {s : A → G → ℝ} {n : A → ℝ}

/-- For positive density, shapes and populations with the total of the density, an update that
changes the populations strictly raises the log-fit. -/
theorem logFit_lt_update (hρ : ∀ g, 0 < ρ g) (hs : ∀ a g, 0 < s a g) (hn : ∀ a, 0 < n a)
    (hN : ∑ a, n a = ∑ g, ρ g) (hne : newPopulation ρ s n ≠ n) :
    logFit ρ s n < logFit ρ s (newPopulation ρ s n) := by
  have hpos := newPopulation_pos hρ hs hn
  have h1 := logFit_gain hρ hs hn hpos
  have h2 := relativeEntropy_pos hpos hn ((sum_newPopulation ρ hs hn).trans hN.symm) hne
  linarith
```

The main theorem joins conservation to the inequality. If the update changes nothing, the two log-fits are equal; otherwise the strict result applies.

```lean
/-- For positive density, shapes and populations with the total of the density, the update keeps
the total population and does not decrease the log-fit. -/
theorem update_keeps_total_and_improves (hρ : ∀ g, 0 < ρ g) (hs : ∀ a g, 0 < s a g)
    (hn : ∀ a, 0 < n a) (hN : ∑ a, n a = ∑ g, ρ g) :
    ∑ a, newPopulation ρ s n a = ∑ a, n a ∧
      logFit ρ s n ≤ logFit ρ s (newPopulation ρ s n) := by
  refine ⟨(sum_newPopulation ρ hs hn).trans hN.symm, ?_⟩
  by_cases h : newPopulation ρ s n = n
  · rw [h]
  · exact (logFit_lt_update hρ hs hn hN h).le
```

Without `hN` both parts can fail, even for one atom and one grid point. Take $\rho=1$, $s=1$ and $n=2$. Then $n'=1\cdot 2/2=1$, so the total falls from 2 to 1 and the log-fit falls from $\log 2$ to $0$. The starting promolecule held too many electrons, and the extra electrons had raised $L$ without improving the description of the density.

## Repeated updates and the optimum

In the next theorem, `(newPopulation ρ s)^[k] n` denotes the populations after `k` updates, with `k = 0` the starting point. The induction `inv` carries positivity and the correct total along the sequence, and `monotone_nat_of_le_succ` reduces monotonicity to a comparison of neighbouring steps.

```lean
/-- For positive density and shapes, the log-fit never decreases along the repeated update started
from positive populations with the total of the density. -/
theorem logFit_iterate_monotone (hρ : ∀ g, 0 < ρ g) (hs : ∀ a g, 0 < s a g)
    (hn : ∀ a, 0 < n a) (hN : ∑ a, n a = ∑ g, ρ g) :
    Monotone fun k : ℕ => logFit ρ s ((newPopulation ρ s)^[k] n) := by
  -- positivity and the total survive every step
  have inv : ∀ k : ℕ, (∀ a, 0 < (newPopulation ρ s)^[k] n a) ∧
      ∑ a, (newPopulation ρ s)^[k] n a = ∑ g, ρ g := by
    intro k
    induction k with
    | zero => exact ⟨hn, hN⟩
    | succ k ih =>
      rw [Function.iterate_succ_apply']
      exact ⟨newPopulation_pos hρ hs ih.1, sum_newPopulation ρ hs ih.1⟩
  refine monotone_nat_of_le_succ fun k => ?_
  rw [Function.iterate_succ_apply']
  exact (update_keeps_total_and_improves hρ hs (inv k).1 (inv k).2).2
```

The last theorem characterises the fixed points. Its competitors `m` range over all positive populations with the total of the density. In the forward direction, `one` is the stationarity condition for each atom, `total` evaluates the sum of density times promolecule ratio, and `bound` is the tangent inequality $\log x\le x-1$ summed over the grid. The reverse direction uses the new populations themselves as the competitor.

```lean
/-- For positive density and shapes, positive populations with the total of the density are
unchanged by the update exactly when they maximise the log-fit among all such populations. -/
theorem fixed_iff_maximal (hρ : ∀ g, 0 < ρ g) (hs : ∀ a g, 0 < s a g)
    (hn : ∀ a, 0 < n a) (hN : ∑ a, n a = ∑ g, ρ g) :
    newPopulation ρ s n = n ↔
      ∀ m : A → ℝ, (∀ a, 0 < m a) → ∑ a, m a = ∑ g, ρ g → logFit ρ s m ≤ logFit ρ s n := by
  constructor
  · intro h m hm hM
    -- stationarity condition for each atom
    have one : ∀ a, ∑ g, ρ g * (s a g / promolecule s n g) = 1 := by
      intro a
      apply mul_left_cancel₀ (hn a).ne'
      rw [mul_one]
      refine Eq.trans ?_ (congrFun h a)
      rw [newPopulation, Finset.mul_sum]
      exact Finset.sum_congr rfl fun g _ => by ring
    have total : ∑ g, ρ g * (promolecule s m g / promolecule s n g) = ∑ a, m a := by
      calc ∑ g, ρ g * (promolecule s m g / promolecule s n g)
          = ∑ a, m a * ∑ g, ρ g * (s a g / promolecule s n g) := by
            simp only [Finset.mul_sum]
            rw [Finset.sum_comm]
            refine Finset.sum_congr rfl fun g _ => ?_
            rw [show promolecule s m g = ∑ a, m a * s a g from rfl, Finset.sum_div,
              Finset.mul_sum]
            exact Finset.sum_congr rfl fun a _ => by ring
        _ = ∑ a, m a := by simp only [one, mul_one]
    -- the tangent bound log x ≤ x - 1, summed over the grid
    have bound : logFit ρ s m - logFit ρ s n ≤
        ∑ g, (ρ g * (promolecule s m g / promolecule s n g) - ρ g) := by
      simp only [logFit]
      rw [← Finset.sum_sub_distrib]
      refine Finset.sum_le_sum fun g _ => ?_
      have hP := promolecule_pos hs hn g
      have hQ := promolecule_pos hs hm g
      have h1 := mul_le_mul_of_nonneg_left
        (Real.log_le_sub_one_of_pos (div_pos hQ hP)) (hρ g).le
      rw [Real.log_div hQ.ne' hP.ne', mul_sub, mul_sub, mul_one] at h1
      exact h1
    rw [Finset.sum_sub_distrib, total, hM, sub_self] at bound
    linarith
  · intro h
    by_contra hne
    exact not_le_of_gt (logFit_lt_update hρ hs hn hN hne)
      (h _ (newPopulation_pos hρ hs hn) (sum_newPopulation ρ hs hn))

end

end StockholderPopulations
```

Monotonicity of $L$ does not by itself settle whether the populations converge, and the characterisation does not say that a maximiser with all populations positive exists or is unique. The strict positivity assumptions also exclude shapes that are cut off to zero at a finite radius, grid points where the density vanishes, and grids with negative quadrature weights.

```lean
#print axioms StockholderPopulations.logFit_lt_update
#print axioms StockholderPopulations.logFit_iterate_monotone
#print axioms StockholderPopulations.fixed_iff_maximal
```

```
'StockholderPopulations.logFit_lt_update' depends on axioms: [propext, Classical.choice, Quot.sound]
'StockholderPopulations.logFit_iterate_monotone' depends on axioms: [propext, Classical.choice, Quot.sound]
'StockholderPopulations.fixed_iff_maximal' depends on axioms: [propext, Classical.choice, Quot.sound]
```
